# The Ewald kernel for multipole sums: recursion, complete integral and Gaussian decay

Add up the potentials $Y_{lm}(\hat{\mathbf R})/R^{l+1}$ of multipoles on a three-dimensional lattice, site by site, and for $l\le 2$ the sum does not converge absolutely. The number of sites in a shell of fixed thickness grows as $R^2$, so the magnitudes in a shell add up to something of order $R^{1-l}$, and for these $l$ the total over all shells diverges. A sum truncated at a finite cluster can then depend on the cluster's shape or settle very slowly. Such sums, with Bloch phases, make up the canonical structure constants of KKR-ASA, where a pair of orbitals with angular momenta $l'$ and $l''$ calls for a multipole potential of order $l=l'+l''$.

Ewald's remedy starts from the radial factor in

$$\frac{Y_{lm}(\hat{\mathbf r})}{r^{l+1}}=\frac{1}{r^{2l+1}}\;r^lY_{lm}(\hat{\mathbf r}),$$

writes $1/r^{2l+1}$ as an integral over Gaussians, and cuts that integral in two.

```lean
import Mathlib

open MeasureTheory Set

namespace EwaldMultipoleKernel

noncomputable section
```

## The short-range part of the integral

For a separation $r>0$, a splitting parameter $\eta$ (an inverse length) and a multipole order $l=0,1,2,\dots$, the kernel is

$$I_l(r,\eta)=\int_\eta^\infty t^{2l}e^{-r^2t^2}\,dt .$$

When $r$ is fixed it is written $I_l(\eta)$.

```lean
/-- The Ewald kernel of multipole order `l` at separation `r > 0` with splitting parameter `η`:
the integral of `t^(2l) exp(-r² t²)` over `t > η`. -/
def ewaldKernel (r η : ℝ) (l : ℕ) : ℝ :=
  ∫ t in Ioi η, t ^ (2 * l) * Real.exp (-r ^ 2 * t ^ 2)
```

In `ewaldKernel r η l` the range $t>\eta$ is the open half-line `Ioi η`, and `-r ^ 2` means $-(r^2)$. The definition takes any real $r$ and $\eta$; positivity of $r$ enters as a hypothesis of the theorems. These concern one separation at a time: the lattice sum, the spherical harmonics and the Fourier transform of the long-range part are not treated.

## Gaussian moments are finite

For each $n$ the function $|t|^n e^{-r^2t^2/2}$ is bounded by some constant $C$. Hence $|t^n e^{-r^2t^2}|\le C e^{-r^2t^2/2}$, which is integrable on the whole line.

```lean
/-- Every power of `t` times the Gaussian `exp(-r² t²)` is integrable on the real line. -/
theorem integrable_moment {r : ℝ} (hr : 0 < r) (n : ℕ) :
    Integrable (fun t : ℝ => t ^ n * Real.exp (-r ^ 2 * t ^ 2)) := by
  have hn : (0 : ℝ) ≤ n := Nat.cast_nonneg n
  have h := integrable_rpow_mul_exp_neg_mul_sq (b := r ^ 2) (by positivity)
    (s := (n : ℝ)) (by linarith)
  simpa only [Real.rpow_natCast] using h
```

Mathlib has this result for real exponents above $-1$; the last line of the proof turns the real power into a natural one. Lean gives a non-integrable function the integral zero, so this lemma is what makes the kernel the intended number.

## Integration by parts

The product and chain rules give

$$\frac{d}{dt}\Big[t^{2l+1}e^{-r^2t^2}\Big]=(2l+1)\,t^{2l}e^{-r^2t^2}-2r^2\,t^{2l+2}e^{-r^2t^2}.$$

The two terms on the right are the integrands of orders $l$ and $l+1$.

```lean
/-- The derivative of `t^(2l+1) exp(-r² t²)` combines the integrands of the kernels of
orders `l` and `l + 1`. -/
theorem hasDerivAt_boundary (r t : ℝ) (l : ℕ) :
    HasDerivAt (fun t : ℝ => t ^ (2 * l + 1) * Real.exp (-r ^ 2 * t ^ 2))
      ((2 * (l : ℝ) + 1) * (t ^ (2 * l) * Real.exp (-r ^ 2 * t ^ 2))
        - 2 * r ^ 2 * (t ^ (2 * (l + 1)) * Real.exp (-r ^ 2 * t ^ 2))) t := by
  have h1 := hasDerivAt_pow (2 * l + 1) t
  have h2 : HasDerivAt (fun t : ℝ => -r ^ 2 * t ^ 2) (-r ^ 2 * (2 * t)) t :=
    ((hasDerivAt_pow 2 t).const_mul (-r ^ 2)).congr_deriv (by norm_num)
  refine (h1.fun_mul h2.exp).congr_deriv ?_
  simp only [Nat.add_sub_cancel]
  push_cast
  ring
```

Here `h1` differentiates the power and `h2` the exponent; `ring` collects the result.

Now integrate over $t>\eta$. The bracket vanishes at infinity, so only its value at the lower limit survives:

$$-\eta^{2l+1}e^{-r^2\eta^2}=(2l+1)I_l(\eta)-2r^2I_{l+1}(\eta).$$

Rearranged, this is the recursion

$$2r^2I_{l+1}(\eta)=(2l+1)I_l(\eta)+\eta^{2l+1}e^{-r^2\eta^2}.$$

```lean
/-- Recursion of the Ewald kernel in the multipole order:
`2r² I_(l+1) = (2l+1) I_l + η^(2l+1) exp(-r² η²)`. -/
theorem ewaldKernel_recursion {r : ℝ} (hr : 0 < r) (η : ℝ) (l : ℕ) :
    2 * r ^ 2 * ewaldKernel r η (l + 1)
      = (2 * (l : ℝ) + 1) * ewaldKernel r η l
        + η ^ (2 * l + 1) * Real.exp (-r ^ 2 * η ^ 2) := by
  have hi0 := (integrable_moment hr (2 * l)).const_mul (2 * (l : ℝ) + 1)
  have hi1 := (integrable_moment hr (2 * (l + 1))).const_mul (2 * r ^ 2)
  have hint : IntegrableOn (fun t : ℝ =>
      (2 * (l : ℝ) + 1) * (t ^ (2 * l) * Real.exp (-r ^ 2 * t ^ 2))
        - 2 * r ^ 2 * (t ^ (2 * (l + 1)) * Real.exp (-r ^ 2 * t ^ 2))) (Ioi η) :=
    (hi0.sub hi1).integrableOn
  -- the boundary term vanishes at infinity
  have hlim := tendsto_zero_of_hasDerivAt_of_integrableOn_Ioi (a := η)
    (fun t _ => hasDerivAt_boundary r t l) hint
    (integrable_moment hr (2 * l + 1)).integrableOn
  -- integrate the derivative over the half-line
  have hftc := integral_Ioi_of_hasDerivAt_of_tendsto' (a := η)
    (fun t _ => hasDerivAt_boundary r t l) hint hlim
  rw [integral_sub (hi0.integrableOn (s := Ioi η)) (hi1.integrableOn (s := Ioi η)),
    integral_const_mul, integral_const_mul] at hftc
  unfold ewaldKernel
  linarith
```

The limit `hlim` follows because the bracket and its derivative are both integrable. The fundamental theorem of calculus on the half-line then gives `hftc`, whose integral is split into the two kernels. Nothing is assumed about the sign of $\eta$.

In a program the recursion starts from the complementary error function, $I_0(\eta)=\sqrt{\pi}\,\mathrm{erfc}(r\eta)/(2r)$, and needs one exponential for all orders:

```python
I = sqrt(pi) / (2*r) * erfc(r*eta)
g = eta * exp(-(r*eta)**2)
for l in range(lmax):
    I = ((2*l + 1)*I + g) / (2*r*r)   # now of order l+1
    g *= eta*eta
```

For $\eta\ge0$ each step adds non-negative numbers, so the upward recursion suffers no cancellation.

## The complete integral is an inverse power

The Gamma function satisfies $\Gamma(s+1)=s\,\Gamma(s)$. At $s=l+\tfrac12$ this reads $\Gamma(l+\tfrac32)=(l+\tfrac12)\Gamma(l+\tfrac12)$.

```lean
/-- The half-integer Gamma values obey `Γ(l + 3/2) = (l + 1/2) Γ(l + 1/2)`. -/
theorem gamma_step (l : ℕ) :
    Real.Gamma ((l : ℝ) + 3 / 2) = ((l : ℝ) + 1 / 2) * Real.Gamma ((l : ℝ) + 1 / 2) := by
  rw [show (l : ℝ) + 3 / 2 = ((l : ℝ) + 1 / 2) + 1 by ring,
    Real.Gamma_add_one (by positivity)]
```

At $\eta=0$ the boundary term of the recursion vanishes. The Gaussian integral $I_0(0)=\sqrt\pi/(2r)$ and $\Gamma(\tfrac12)=\sqrt\pi$ settle $l=0$. If $2I_l(0)=\Gamma(l+\tfrac12)/r^{2l+1}$, then

$$2I_{l+1}(0)=\frac{l+\frac12}{r^2}\,2I_l(0)=\frac{(l+\frac12)\Gamma(l+\frac12)}{r^{2l+3}}=\frac{\Gamma(l+\frac32)}{r^{2l+3}},$$

which is the same formula at order $l+1$.

```lean
/-- The complete integral is a constant times an inverse power of `r`: `2 I_l(0) = Γ(l + 1/2) /
r^(2l+1)`. -/
theorem ewaldKernel_zero {r : ℝ} (hr : 0 < r) (l : ℕ) :
    2 * ewaldKernel r 0 l = Real.Gamma ((l : ℝ) + 1 / 2) / r ^ (2 * l + 1) := by
  induction l with
  | zero =>
    have h0 : ewaldKernel r 0 0 = √Real.pi / (2 * r) := by
      unfold ewaldKernel
      simp only [mul_zero, pow_zero, one_mul]
      rw [integral_gaussian_Ioi, Real.sqrt_div Real.pi_pos.le, Real.sqrt_sq hr.le]
      ring
    rw [h0]
    simp only [Nat.cast_zero, zero_add, mul_zero, pow_one, Real.Gamma_one_half_eq]
    ring
  | succ l ih =>
    have hrec := ewaldKernel_recursion hr 0 l
    have hz : (0 : ℝ) ^ (2 * l + 1) = 0 := by simp
    rw [hz] at hrec
    rw [eq_div_iff (by positivity)] at ih
    rw [show ((l + 1 : ℕ) : ℝ) + 1 / 2 = (l : ℝ) + 3 / 2 by push_cast; ring,
      gamma_step, eq_div_iff (by positivity)]
    linear_combination r ^ (2 * l + 1) * hrec + ((l : ℝ) + 1 / 2) * ih
```

The two cases of the induction are these two steps. In the second, `eq_div_iff` clears the denominators, and `linear_combination` adds the recursion and the induction hypothesis with the required factors.

## Cutting the integral at $\eta$

For $\eta\ge0$ the half-line $t>0$ is the disjoint union of $0<t\le\eta$ and $t>\eta$. Dividing the complete integral by $\Gamma(l+\tfrac12)$ therefore gives

$$\frac1{r^{2l+1}}=\frac{2}{\Gamma(l+\frac12)}\left[\int_0^\eta t^{2l}e^{-r^2t^2}\,dt+I_l(\eta)\right].$$

```lean
/-- Ewald splitting of `1 / r^(2l+1)` into the integral over `0 < t ≤ η` and the
kernel `I_l(η)`, with the common prefactor `2 / Γ(l + 1/2)`. -/
theorem ewald_splitting {r η : ℝ} (hr : 0 < r) (hη : 0 ≤ η) (l : ℕ) :
    1 / r ^ (2 * l + 1) = 2 / Real.Gamma ((l : ℝ) + 1 / 2) *
      ((∫ t in Ioc 0 η, t ^ (2 * l) * Real.exp (-r ^ 2 * t ^ 2)) + ewaldKernel r η l) := by
  have hi := integrable_moment hr (2 * l)
  have hs : (∫ t in Ioc 0 η, t ^ (2 * l) * Real.exp (-r ^ 2 * t ^ 2)) + ewaldKernel r η l
      = ewaldKernel r 0 l := by
    unfold ewaldKernel
    rw [← setIntegral_union (Ioc_disjoint_Ioi le_rfl) measurableSet_Ioi
      hi.integrableOn hi.integrableOn, Ioc_union_Ioi_eq_Ioi hη]
  have hg : 0 < Real.Gamma ((l : ℝ) + 1 / 2) := Real.Gamma_pos_of_pos (by positivity)
  rw [hs, div_mul_eq_mul_div, ewaldKernel_zero hr l, div_right_comm, div_self hg.ne']
```

The step `hs` joins the two ranges, with `Ioc 0 η` standing for $0<t\le\eta$. The rest of the proof inserts `ewaldKernel_zero` and cancels the Gamma value, which is positive.

The first integral contains only broad Gaussians. It is smooth in $\mathbf r$, and its lattice sum is evaluated in reciprocal space, while the kernel is summed in real space. The reciprocal-space sum includes every site. If the site at zero separation is left out, as in structure constants, its term has to be subtracted again; because of the factor $r^l$ this term is nonzero only for $l=0$. The left side does not contain $\eta$, which gives a practical test of an Ewald code: when the lattice sum converges, the total must stay the same when $\eta$ is changed.

## The recursion solved

Divide out the growth in $l$ by setting $J_l=r^{2l}I_l(\eta)/\Gamma(l+\tfrac12)$. Multiplying the recursion by $r^{2l}/\big(2\Gamma(l+\tfrac32)\big)$ turns it into

$$J_{l+1}=J_l+\frac{e^{-r^2\eta^2}}{2}\,\frac{r^{2l}\eta^{2l+1}}{\Gamma(l+\frac32)} .$$

Summing these increments from $J_0=I_0(\eta)/\sqrt\pi$ yields

$$r^{2l}I_l(\eta)=\Gamma(l+\tfrac12)\left[\frac{I_0(\eta)}{\sqrt\pi}+\frac{e^{-r^2\eta^2}}2\sum_{k=0}^{l-1}\frac{r^{2k}\eta^{2k+1}}{\Gamma(k+\frac32)}\right],$$

where the sum is empty for $l=0$.

```lean
/-- The recursion solved: the kernel of order `l` is given by the kernel of order zero and
a finite sum of Gaussian terms. -/
theorem ewaldKernel_closed_form {r : ℝ} (hr : 0 < r) (η : ℝ) (l : ℕ) :
    r ^ (2 * l) * ewaldKernel r η l = Real.Gamma ((l : ℝ) + 1 / 2) *
      (ewaldKernel r η 0 / √Real.pi + Real.exp (-r ^ 2 * η ^ 2) / 2 *
        ∑ k ∈ Finset.range l, r ^ (2 * k) * η ^ (2 * k + 1) / Real.Gamma ((k : ℝ) + 3 / 2)) := by
  have cancel : ∀ x y : ℝ, x ≠ 0 → x * (y / x) = y := fun x y h => by field_simp
  induction l with
  | zero =>
    simp only [Finset.range_zero, Finset.sum_empty, mul_zero, pow_zero, one_mul, add_zero,
      Nat.cast_zero, zero_add, Real.Gamma_one_half_eq]
    exact (cancel _ _ (Real.sqrt_pos.mpr Real.pi_pos).ne').symm
  | succ l ih =>
    have hrec := ewaldKernel_recursion hr η l
    have hg : 0 < Real.Gamma ((l : ℝ) + 3 / 2) := Real.Gamma_pos_of_pos (by positivity)
    have hc := cancel _ (r ^ (2 * l) * η ^ (2 * l + 1)) hg.ne'
    have hstep := gamma_step l
    rw [Finset.sum_range_succ,
      show ((l + 1 : ℕ) : ℝ) + 1 / 2 = (l : ℝ) + 3 / 2 by push_cast; ring]
    -- name the newest term of the sum; `hc` records its value
    generalize r ^ (2 * l) * η ^ (2 * l + 1) / Real.Gamma ((l : ℝ) + 3 / 2) = D at hc ⊢
    rw [hstep] at hc ⊢
    linear_combination r ^ (2 * l) / 2 * hrec + ((l : ℝ) + 1 / 2) * ih
      - Real.exp (-r ^ 2 * η ^ 2) / 2 * hc
```

`Finset.range l` runs over $k=0,\dots,l-1$. The induction splits off the newest term with `Finset.sum_range_succ` and calls it `D`. It then combines the recursion, the induction hypothesis and the defining relation of `D`. The theorem leaves $I_0(\eta)$ as an integral; the error function does not appear in it.

## Decay with distance

Let $0<r_0\le r$ and $t>\eta\ge0$. Since $r^2-r_0^2\ge0$ and $t^2\ge\eta^2$,

$$-r^2t^2=-(r^2-r_0^2)t^2-r_0^2t^2\le-(r^2-r_0^2)\eta^2-r_0^2t^2 .$$

Exponentiating, multiplying by $t^{2l}\ge0$ and integrating over $t>\eta$ gives

$$I_l(r,\eta)\le e^{-(r^2-r_0^2)\eta^2}\,I_l(r_0,\eta).$$

```lean
/-- Comparison of the kernel at two distances: for `r ≥ r₀ > 0` and `η ≥ 0` the kernel at `r` is at
most `exp(-(r² - r₀²) η²)` times the kernel at `r₀`. -/
theorem ewaldKernel_decay {r₀ r η : ℝ} (h₀ : 0 < r₀) (h : r₀ ≤ r) (hη : 0 ≤ η) (l : ℕ) :
    ewaldKernel r η l ≤ Real.exp (-(r ^ 2 - r₀ ^ 2) * η ^ 2) * ewaldKernel r₀ η l := by
  unfold ewaldKernel
  rw [← integral_const_mul]
  refine setIntegral_mono_on (integrable_moment (h₀.trans_le h) (2 * l)).integrableOn
    ((integrable_moment h₀ (2 * l)).const_mul _).integrableOn measurableSet_Ioi
    fun t ht => ?_
  have ht' : η < t := ht
  have hr2 : 0 ≤ r ^ 2 - r₀ ^ 2 := by nlinarith
  have ht2 : 0 ≤ t ^ 2 - η ^ 2 := by nlinarith
  -- compare the Gaussians pointwise beyond the splitting parameter
  have hexp : Real.exp (-r ^ 2 * t ^ 2)
      ≤ Real.exp (-(r ^ 2 - r₀ ^ 2) * η ^ 2) * Real.exp (-r₀ ^ 2 * t ^ 2) := by
    rw [← Real.exp_add]
    apply Real.exp_le_exp.mpr
    nlinarith [mul_nonneg hr2 ht2]
  calc t ^ (2 * l) * Real.exp (-r ^ 2 * t ^ 2)
      ≤ t ^ (2 * l) * (Real.exp (-(r ^ 2 - r₀ ^ 2) * η ^ 2) * Real.exp (-r₀ ^ 2 * t ^ 2)) :=
        mul_le_mul_of_nonneg_left hexp (pow_nonneg (hη.trans ht'.le) _)
    _ = Real.exp (-(r ^ 2 - r₀ ^ 2) * η ^ 2) * (t ^ (2 * l) * Real.exp (-r₀ ^ 2 * t ^ 2)) :=
        mul_left_comm _ _ _

end

end EwaldMultipoleKernel
```

The inequality of exponentials is `hexp`, the `calc` block multiplies it by the power of $t$, and `setIntegral_mono_on` passes from integrands to integrals.

In a lattice calculation $r_0$ can be the shortest separation in the sum. For $\eta>0$ the Gaussian factor outweighs the power-law growth of both $r^l$ and the number of sites, so the real-space sum converges absolutely and can be cut at a radius of a few times $1/\eta$ or a few lattice spacings, whichever is larger. A larger $\eta$ shortens that sum and lengthens the one in reciprocal space. At $\eta=0$ the factor is 1 and the bound gives no decay.

```lean
#print axioms EwaldMultipoleKernel.ewaldKernel_recursion
-- 'EwaldMultipoleKernel.ewaldKernel_recursion' depends on axioms: [propext, Classical.choice, Quot.sound]
#print axioms EwaldMultipoleKernel.ewald_splitting
-- 'EwaldMultipoleKernel.ewald_splitting' depends on axioms: [propext, Classical.choice, Quot.sound]
#print axioms EwaldMultipoleKernel.ewaldKernel_closed_form
-- 'EwaldMultipoleKernel.ewaldKernel_closed_form' depends on axioms: [propext, Classical.choice, Quot.sound]
#print axioms EwaldMultipoleKernel.ewaldKernel_decay
-- 'EwaldMultipoleKernel.ewaldKernel_decay' depends on axioms: [propext, Classical.choice, Quot.sound]
```
